# Averages of functions of position in a one-dimensional WKB standing wave tend to classical time averages as ℏ → 0

A particle of mass m moves on a line between a and b with momentum p(x) > 0. Classically it spends time dt = m dx/p in dx. The WKB approximation describes it by a standing wave built from the action S, with S′ = p:

    ψ(x) = sin(S(x)/ℏ + δ)/√p(x)

The constant phase δ stands for the boundary condition: with S(a) = 0 it is 0 at a hard wall and π/4 at a simple turning point, where p² vanishes linearly. The density ψ² = sin²(S/ℏ + δ)/p has nodes that the classical weight 1/p lacks, which raises the question of whether the two give the same averages for small ℏ. For any observable f(x) with f/p integrable on (a,b), the unnormalised integral satisfies

    ∫ f ψ² dx → (1/2) ∫ f/p dx   as ℏ → 0⁺

If 1/p is integrable as well (a finite transit time), dividing by the case f = 1 removes the factor 1/2, and the normalised averages agree in the limit. For one particle in one dimension, at fixed p and within the WKB form, this is the correspondence between quantum and classical position statistics.

## Averaging out the oscillation

The identity sin² y = (1 − cos 2y)/2, with k = 2/ℏ and g = exp(2iδ) f/p, gives

    ∫ f ψ² dx = (1/2) ∫ f/p dx − (1/2) Re ∫ exp(ikS) g dx

Since S′ > 0, S is strictly increasing and u = S(x) is a valid variable, with du = p dx. Setting G(S(x)) = g(x)/p(x),

    ∫ exp(ikS) g dx = ∫ exp(iku) G(u) du,   ∫ |G| du = ∫ |g| dx < ∞

By the Riemann–Lebesgue lemma this Fourier integral vanishes as k → ∞, which proves the limit.

Now let q(t) be a trajectory with q′ = p(q)/m that maps (0,T) onto (a,b), with T > 0. The substitution x = q(t) gives dx/p = dt/m, so

    ∫₀ᵀ f(q(t)) dt = m ∫ f/p dx,   T = m ∫ 1/p dx

The second equation is the case f = 1. Dividing the limit for f by the limit for 1, which is T/(2m) > 0, normalises the wave:

    ∫ f ψ² dx / ∫ ψ² dx → (∫ f/p dx)/(∫ 1/p dx) = (1/T) ∫₀ᵀ f(q(t)) dt

## A free particle in numbers

These examples illustrate the theorems and are not proved in Lean. Take (a,b) = (0,1), p = 1, S = x, δ = 0, f = x. Then q = t/m, T = m, the time average is 1/2, and

    ∫ ψ² dx = 1/2 − (sin k)/(2k)
    ∫ x ψ² dx = 1/4 − (1/2)[(sin k)/k + (cos k − 1)/k²]

At ℏ = 0.1 these are 0.4772 and 0.2279, with ratio 0.478. At ℏ = 0.01 the ratio is 0.502.

If S′ = p is abandoned, take S = 0 instead, with f = 1. Then ψ vanishes for every ℏ and the integral stays at 0 instead of approaching 1/2.

## The wave and the phase factor in Lean

```lean
import Mathlib

open MeasureTheory Set Filter Topology

namespace WKBClassicalLimit

noncomputable section
```

All of p, S, f and q are real functions of a real variable. `wkbWave p S δ ℏ x` is the unnormalised ψ(x), and `phaseFactor S k x` is exp(ikS(x)).

```lean
/-- The WKB standing wave `sin(S/ℏ + δ)/√p` with momentum `p`, action `S` and phase `δ`. -/
def wkbWave (p S : ℝ → ℝ) (δ ℏ x : ℝ) : ℝ := Real.sin (S x / ℏ + δ) / Real.sqrt (p x)

/-- The oscillating factor `exp(i k S(x))`. -/
def phaseFactor (S : ℝ → ℝ) (k x : ℝ) : ℂ := Complex.exp (((k * S x : ℝ) : ℂ) * Complex.I)
```

The hypothesis `hS` says S′ = p and `hp` says p > 0, both on the open interval `Ioo a b`. A positive derivative gives strict monotonicity, which licenses both substitutions.

```lean
/-- An action whose derivative `p` is positive on `(a,b)` increases strictly there. -/
theorem action_strictMonoOn {S p : ℝ → ℝ} {a b : ℝ}
    (hS : ∀ x ∈ Ioo a b, HasDerivAt S (p x) x) (hp : ∀ x ∈ Ioo a b, 0 < p x) :
    StrictMonoOn S (Ioo a b) :=
  strictMonoOn_of_deriv_pos (convex_Ioo a b)
    (fun x hx => (hS x hx).continuousAt.continuousWithinAt)
    (fun x hx => by
      rw [interior_Ioo] at hx
      rw [(hS x hx).deriv]
      exact hp x hx)
```

## The oscillatory integral

The lemma has two parts. Integrability follows because the phase factor is continuous with modulus one; it matters because Lean assigns the value zero to the integral of a non-integrable function. For the limit, `G` is built from an inverse of S and cut off to the image of (a,b). Mathlib's Riemann–Lebesgue statement uses the kernel exp(−2πi v w) in a variable v and frequency w, so `hw` and `e` insert w = −k/(2π). The change-of-variables formula then returns to x, where the Jacobian p cancels the 1/p in G.

```lean
/-- If `S' = p > 0` on `(a,b)` and `g` is integrable there, then `exp(ikS) g` is integrable
for every `k` and its integral tends to zero as `k → ∞`. -/
theorem oscillatory_integral_tendsto_zero {S p : ℝ → ℝ} {a b : ℝ} {g : ℝ → ℂ}
    (hS : ∀ x ∈ Ioo a b, HasDerivAt S (p x) x) (hp : ∀ x ∈ Ioo a b, 0 < p x)
    (hg : IntegrableOn g (Ioo a b)) :
    (∀ k, IntegrableOn (fun x => phaseFactor S k x * g x) (Ioo a b)) ∧
      Tendsto (fun k => ∫ x in Ioo a b, phaseFactor S k x * g x) atTop (𝓝 0) := by
  have hinj := (action_strictMonoOn hS hp).injOn
  have hSc : ContinuousOn S (Ioo a b) :=
    fun x hx => (hS x hx).continuousAt.continuousWithinAt
  constructor
  · intro k
    have hc : ContinuousOn (phaseFactor S k) (Ioo a b) :=
      (by fun_prop : Continuous fun u : ℝ =>
        Complex.exp (((k * u : ℝ) : ℂ) * Complex.I)).comp_continuousOn hSc
    refine Integrable.mono hg ((hc.aestronglyMeasurable measurableSet_Ioo).mul hg.1) ?_
    refine Eventually.of_forall fun x => le_of_eq ?_
    rw [norm_mul, phaseFactor, Complex.norm_exp_ofReal_mul_I, one_mul]
  · -- the amplitude `g/p` written as a function of `u = S(x)`
    obtain ⟨G, hG⟩ : ∃ G : ℝ → ℂ, ∀ x ∈ Ioo a b, G (S x) = g x / (p x : ℂ) :=
      ⟨fun u => g (Function.invFunOn S (Ioo a b) u) / (p (Function.invFunOn S (Ioo a b) u) : ℂ),
        fun x hx => by
          have h : Function.invFunOn S (Ioo a b) (S x) = x := hinj.leftInvOn_invFunOn hx
          simp only [h]⟩
    have hT : MeasurableSet (S '' Ioo a b) :=
      measurableSet_Ioo.image_of_continuousOn_injOn hSc hinj
    -- Riemann-Lebesgue in the variable `u`
    have RL := Real.tendsto_integral_exp_smul_cocompact ((S '' Ioo a b).indicator G)
    have hw : Tendsto (fun k : ℝ => -k / (2 * Real.pi)) atTop (cocompact ℝ) := by
      have h1 : Tendsto (fun k : ℝ => -k / (2 * Real.pi)) atTop atBot :=
        tendsto_neg_atTop_atBot.atBot_div_const (by positivity)
      refine h1.mono_right ?_
      rw [cocompact_eq_atBot_atTop]
      exact le_sup_left
    refine (RL.comp hw).congr fun k => ?_
    have e : ∀ v : ℝ, Real.fourierChar (-(v * (-k / (2 * Real.pi)))) •
        (S '' Ioo a b).indicator G v = (S '' Ioo a b).indicator
          (fun v => Complex.exp (((k * v : ℝ) : ℂ) * Complex.I) * G v) v := by
      intro v
      have h : 2 * Real.pi * (-(v * (-k / (2 * Real.pi)))) = k * v := by field_simp
      rw [Circle.smul_def, Real.fourierChar_apply, h, smul_eq_mul]
      by_cases hv : v ∈ S '' Ioo a b
      · simp only [indicator_of_mem hv]
      · simp only [indicator_of_notMem hv, mul_zero]
    simp only [Function.comp_apply, e]
    -- change of variables back to `x`
    rw [integral_indicator hT, integral_image_eq_integral_abs_deriv_smul measurableSet_Ioo
      (fun x hx => (hS x hx).hasDerivWithinAt) hinj]
    refine setIntegral_congr_fun measurableSet_Ioo fun x hx => ?_
    have h0 : (p x : ℂ) ≠ 0 := Complex.ofReal_ne_zero.mpr (hp x hx).ne'
    simp only [hG x hx, abs_of_pos (hp x hx), Complex.real_smul, phaseFactor]
    field_simp
```

## The limit of ∫ f ψ²

The filter `𝓝[>] 0` expresses ℏ → 0⁺, with δ independent of ℏ. The step `key` is the sin² splitting, and `hk` sends k = 2/ℏ to infinity. No continuity of p or f is assumed, and p may tend to zero at the ends provided f/p stays integrable.

```lean
/-- If `S' = p > 0` on `(a,b)` and `f/p` is integrable there, then for every phase `δ` the
integral of `f ψ²` for the WKB standing wave `ψ` tends to `(1/2) ∫ f/p` as `ℏ → 0⁺`. -/
theorem wkb_integral_tendsto {S p f : ℝ → ℝ} {a b : ℝ} (δ : ℝ)
    (hS : ∀ x ∈ Ioo a b, HasDerivAt S (p x) x) (hp : ∀ x ∈ Ioo a b, 0 < p x)
    (hf : IntegrableOn (fun x => f x / p x) (Ioo a b)) :
    Tendsto (fun ℏ => ∫ x in Ioo a b, f x * wkbWave p S δ ℏ x ^ 2) (𝓝[>] 0)
      (𝓝 (1 / 2 * ∫ x in Ioo a b, f x / p x)) := by
  obtain ⟨g, hgdef⟩ : ∃ g : ℝ → ℂ, g = fun x =>
    Complex.exp (((2 * δ : ℝ) : ℂ) * Complex.I) * ((f x / p x : ℝ) : ℂ) := ⟨_, rfl⟩
  have h1 : IntegrableOn (fun x => ((f x / p x : ℝ) : ℂ)) (Ioo a b) :=
    Complex.ofRealCLM.integrable_comp hf
  have hg : IntegrableOn g (Ioo a b) := by
    rw [hgdef]
    exact Integrable.const_mul h1 _
  obtain ⟨hint, hlim⟩ := oscillatory_integral_tendsto_zero hS hp hg
  -- sin² y = (1 - cos 2y)/2 splits the integral into a mean and an oscillating part
  have key : ∀ ℏ : ℝ, ∫ x in Ioo a b, f x * wkbWave p S δ ℏ x ^ 2 =
      1 / 2 * (∫ x in Ioo a b, f x / p x) -
        1 / 2 * (∫ x in Ioo a b, phaseFactor S (2 * ℏ⁻¹) x * g x).re := by
    intro ℏ
    have hri : IntegrableOn (fun x => (phaseFactor S (2 * ℏ⁻¹) x * g x).re) (Ioo a b) :=
      Complex.reCLM.integrable_comp (hint _)
    have hre : ∫ x in Ioo a b, (phaseFactor S (2 * ℏ⁻¹) x * g x).re =
        (∫ x in Ioo a b, phaseFactor S (2 * ℏ⁻¹) x * g x).re :=
      Complex.reCLM.integral_comp_comm (hint _)
    have hpt : ∫ x in Ioo a b, f x * wkbWave p S δ ℏ x ^ 2 = ∫ x in Ioo a b,
        (1 / 2 * (f x / p x) - 1 / 2 * (phaseFactor S (2 * ℏ⁻¹) x * g x).re) := by
      refine setIntegral_congr_fun measurableSet_Ioo fun x hx => ?_
      have hA : 2 * ℏ⁻¹ * S x + 2 * δ = 2 * (S x / ℏ + δ) := by ring
      have hc : (phaseFactor S (2 * ℏ⁻¹) x * g x).re =
          Real.cos (2 * (S x / ℏ + δ)) * (f x / p x) := by
        simp only [hgdef]
        rw [phaseFactor, ← mul_assoc, ← Complex.exp_add, ← add_mul, ← Complex.ofReal_add, hA,
          Complex.mul_re, Complex.ofReal_re, Complex.ofReal_im, mul_zero, sub_zero,
          Complex.exp_ofReal_mul_I_re]
      simp only [hc]
      rw [wkbWave, div_pow, Real.sq_sqrt (hp x hx).le, Real.cos_two_mul, Real.cos_sq']
      ring
    rw [hpt, integral_sub (Integrable.const_mul hf (1 / 2)) (Integrable.const_mul hri (1 / 2)),
      integral_const_mul, integral_const_mul, hre]
  have hk : Tendsto (fun ℏ : ℝ => 2 * ℏ⁻¹) (𝓝[>] 0) atTop :=
    tendsto_inv_nhdsGT_zero.const_mul_atTop two_pos
  have lim := ((Complex.continuous_re.tendsto 0).comp (hlim.comp hk)).const_mul (1 / 2)
  have hconst : Tendsto (fun _ : ℝ => 1 / 2 * ∫ x in Ioo a b, f x / p x) (𝓝[>] 0)
    (𝓝 (1 / 2 * ∫ x in Ioo a b, f x / p x)) := tendsto_const_nhds
  have h := hconst.sub lim
  rw [Complex.zero_re, mul_zero, sub_zero] at h
  exact h.congr fun ℏ => (key ℏ).symm
```

If a ≤ b and f and p > 0 are continuous on [a,b], integrability of f/p is automatic. The next theorem states this case for δ = 0. Since p is positive at the ends too, it does not cover turning points there, which the general theorem above allows.

```lean
/-- For `f` and `p > 0` continuous on `[a,b]` and `S' = p` inside, `∫ f sin²(S/ℏ)/p` tends
to `(1/2) ∫ f/p` as `ℏ → 0⁺`. -/
theorem wkb_integral_tendsto_of_continuousOn {S p f : ℝ → ℝ} {a b : ℝ} (hab : a ≤ b)
    (hS : ∀ x ∈ Ioo a b, HasDerivAt S (p x) x) (hp : ∀ x ∈ Icc a b, 0 < p x)
    (hpc : ContinuousOn p (Icc a b)) (hfc : ContinuousOn f (Icc a b)) :
    Tendsto (fun ℏ => ∫ x in a..b, f x * Real.sin (S x / ℏ) ^ 2 / p x) (𝓝[>] 0)
      (𝓝 (1 / 2 * ∫ x in a..b, f x / p x)) := by
  have hp' : ∀ x ∈ Ioo a b, 0 < p x := fun x hx => hp x (Ioo_subset_Icc_self hx)
  have hf : IntegrableOn (fun x => f x / p x) (Ioo a b) :=
    ((hfc.div hpc fun x hx => (hp x hx).ne').integrableOn_Icc).mono_set Ioo_subset_Icc_self
  simp only [intervalIntegral.integral_of_le hab, integral_Ioc_eq_integral_Ioo]
  refine (wkb_integral_tendsto 0 hS hp' hf).congr fun ℏ =>
    setIntegral_congr_fun measurableSet_Ioo fun x hx => ?_
  simp only [wkbWave, div_pow, Real.sq_sqrt (hp' x hx).le, add_zero, mul_div_assoc]
```

## Transit time and the normalised average

Here `hq` is the equation of motion and `himg` says that q sweeps (a,b) during (0,T). The step `heq` is dx/p = dt/m. The result transfers integrability as well as the value of the integral.

```lean
/-- For `m > 0`, `p > 0` on `(a,b)` and a trajectory `q` with velocity `p(q)/m` that sweeps `(a,b)`
during `(0,T)`, `f/p` is integrable in space iff `f(q(t))` is integrable in time, and `∫ f(q) dt = m
∫ f/p dx`. -/
theorem time_integral_eq {p f q : ℝ → ℝ} {a b T m : ℝ} (hm : 0 < m)
    (hp : ∀ x ∈ Ioo a b, 0 < p x) (hq : ∀ t ∈ Ioo 0 T, HasDerivAt q (p (q t) / m) t)
    (himg : q '' Ioo 0 T = Ioo a b) :
    (IntegrableOn (fun x => f x / p x) (Ioo a b) ↔ IntegrableOn (fun t => f (q t)) (Ioo 0 T)) ∧
      ∫ t in Ioo 0 T, f (q t) = m * ∫ x in Ioo a b, f x / p x := by
  have pos : ∀ t ∈ Ioo 0 T, 0 < p (q t) := fun t ht =>
    hp _ (by rw [← himg]; exact mem_image_of_mem q ht)
  have hinj := (action_strictMonoOn (p := fun t => p (q t) / m) hq
    fun t ht => div_pos (pos t ht) hm).injOn
  -- dx/p = dt/m
  have heq : EqOn (fun t => |p (q t) / m| • (f (q t) / p (q t)))
      (fun t => m⁻¹ * f (q t)) (Ioo 0 T) := by
    intro t ht
    have h0 := (pos t ht).ne'
    simp only [abs_of_pos (div_pos (pos t ht) hm), smul_eq_mul]
    field_simp
  have h1 := integrableOn_image_iff_integrableOn_abs_deriv_smul (f' := fun t => p (q t) / m)
    measurableSet_Ioo (fun t ht => (hq t ht).hasDerivWithinAt) hinj (fun x => f x / p x)
  have h2 := integral_image_eq_integral_abs_deriv_smul (f' := fun t => p (q t) / m)
    measurableSet_Ioo (fun t ht => (hq t ht).hasDerivWithinAt) hinj (fun x => f x / p x)
  rw [himg] at h1 h2
  have h3 : ∫ x in Ioo a b, f x / p x = m⁻¹ * ∫ t in Ioo 0 T, f (q t) :=
    h2.trans ((setIntegral_congr_fun measurableSet_Ioo heq).trans (integral_const_mul _ _))
  refine ⟨h1.trans ((integrableOn_congr_fun heq measurableSet_Ioo).trans
    (integrable_const_mul_iff (IsUnit.mk0 _ (inv_ne_zero hm.ne')) _)), ?_⟩
  rw [h3]
  exact (mul_inv_cancel_left₀ hm.ne' _).symm
```

Of f, the last theorem assumes only that f(q(t)) is integrable in time. It applies the previous result to f and to 1, obtains the transit time as `hB'`, and divides the two limits; `alg` supplies the nonzero denominator and the cancellation of m and 1/2.

The WKB form is postulated, and no potential or Schrödinger equation appears. The parameter ℏ runs continuously with p fixed, so no quantisation condition is imposed. Tails beyond the turning points and the true wave near them are not described, and no rate of convergence is stated. The trajectory, a single traversal in finite time T, is assumed to exist.

```lean
/-- If `m, T > 0`, `S' = p > 0` on `(a,b)` and `f(q(t))` is integrable on `(0,T)`, then for every
phase `δ` the normalised average of `f` in the WKB standing wave tends, as `ℏ → 0⁺`, to the time
average of `f` along a trajectory with velocity `p(q)/m` that sweeps `(a,b)` during `(0,T)`. -/
theorem wkb_average_tendsto_time_average {S p f q : ℝ → ℝ} {a b T m : ℝ} (δ : ℝ)
    (hm : 0 < m) (hT : 0 < T)
    (hS : ∀ x ∈ Ioo a b, HasDerivAt S (p x) x) (hp : ∀ x ∈ Ioo a b, 0 < p x)
    (hq : ∀ t ∈ Ioo 0 T, HasDerivAt q (p (q t) / m) t) (himg : q '' Ioo 0 T = Ioo a b)
    (hf : IntegrableOn (fun t => f (q t)) (Ioo 0 T)) :
    Tendsto (fun ℏ => (∫ x in Ioo a b, f x * wkbWave p S δ ℏ x ^ 2) /
        ∫ x in Ioo a b, wkbWave p S δ ℏ x ^ 2) (𝓝[>] 0)
      (𝓝 (1 / T * ∫ t in Ioo 0 T, f (q t))) := by
  obtain ⟨hi, hA⟩ := time_integral_eq (f := f) hm hp hq himg
  obtain ⟨hi1, hB⟩ := time_integral_eq (f := fun _ => 1) hm hp hq himg
  have hone : IntegrableOn (fun _ : ℝ => (1 : ℝ)) (Ioo 0 T) :=
    (continuousOn_const.integrableOn_Icc).mono_set Ioo_subset_Icc_self
  have hlen : ∫ _ in Ioo 0 T, (1 : ℝ) = T := by
    rw [← integral_Ioc_eq_integral_Ioo, ← intervalIntegral.integral_of_le hT.le]
    simp
  -- transit time T = m ∫ dx/p
  have hB' : T = m * ∫ x in Ioo a b, 1 / p x := hlen.symm.trans hB
  have alg : ∀ A B : ℝ, T = m * B →
      1 / 2 * B ≠ 0 ∧ 1 / T * (m * A) = 1 / 2 * A / (1 / 2 * B) := by
    intro A B h
    have hB0 : B ≠ 0 := by
      intro h0
      rw [h0, mul_zero] at h
      exact hT.ne' h
    have hm0 := hm.ne'
    refine ⟨mul_ne_zero (by norm_num) hB0, ?_⟩
    rw [h]
    field_simp
  obtain ⟨hne, hval⟩ := alg (∫ x in Ioo a b, f x / p x) _ hB'
  have hlim := (wkb_integral_tendsto δ hS hp (hi.mpr hf)).div
    (wkb_integral_tendsto (f := fun _ => 1) δ hS hp (hi1.mpr hone)) hne
  rw [hA, hval]
  exact hlim.congr fun ℏ => by simp only [Pi.div_apply, one_mul]

end

end WKBClassicalLimit
```

```lean
#print axioms WKBClassicalLimit.wkb_integral_tendsto_of_continuousOn
#print axioms WKBClassicalLimit.wkb_average_tendsto_time_average
```

```
'WKBClassicalLimit.wkb_integral_tendsto_of_continuousOn' depends on axioms: [propext, Classical.choice, Quot.sound]
'WKBClassicalLimit.wkb_average_tendsto_time_average' depends on axioms: [propext, Classical.choice, Quot.sound]
```
